# Repulsive Projectors with Nonnegative Entries Never Raise the f-Sum in a Nonnegative State

Let $X$ be a real diagonal matrix with entries $x_i$, let $b$ and $\psi$ be real vectors with nonnegative entries, and let $V = D\,bb^T$ with $D>0$. Then

$$\langle\psi,[X,[V,X]]\psi\rangle \le 0,$$

with equality exactly when $x$ is constant on the sites where $b$ and $\psi$ are both nonzero. Adding finitely many such projectors to any real matrix $H_0$ therefore never raises the f-sum in the fixed state $\psi$.

## Dipole strength and nonlocal potentials

For a Hamiltonian $H$, write the f-sum as $S(H)=\langle\psi,[X,[H,X]]\psi\rangle$. If $H$ is symmetric and $H\psi=E\psi$, then

$$S(H)=2\langle X\psi,(H-E)X\psi\rangle .$$

For normalised $\psi$, expanding $X\psi$ in orthonormal eigenvectors $\phi_m$ of $H$ with energies $E_m$ turns the right side into $2\sum_m(E_m-E)\langle\phi_m,X\psi\rangle^2$. These are squared dipole matrix elements for unit charge, each weighted by its transition energy.

A local potential is diagonal, commutes with $X$ and contributes nothing to $S$. A nonlocal one generally does contribute. The nonlocal part of a separable pseudopotential is built from terms of the form $D\,bb^T$, where $D$ can have either sign. For the repulsive terms, $D>0$, the result gives the sign of the contribution in a finite, real, one-particle model with nonnegative $b$ and $\psi$. Projectors with angular momentum $l\ge1$ change sign, so the condition on $b$ admits at most s-type projectors.

## The model and its Lean names

The sites form a finite type `n`, and `x i` is the position of site $i$ along one direction. `fSum x H ψ` is $S(H)$, defined by the double commutator itself. `projector D b` is the matrix with entries $D\,b_ib_j$; since $b$ need not be normalised, it is a projector only up to a factor. `ConstantOnOverlap x b ψ` says that $x_i=x_j$ whenever $b_i,\psi_i,b_j,\psi_j$ are all nonzero. It holds automatically if at most one site qualifies.

`fSum_projector_nonpos` is the result for one projector. The hypothesis `hD` makes the potential repulsive, while `hb` and `hψ` state the nonnegativity. `projectors_lower_fSum` treats a finite family, indexed by `κ`, added to an arbitrary `H₀`. Equality then requires the overlap condition for each projector separately.

The vector $\psi$ need be neither normalised nor an eigenstate. For $\psi\ne0$, dividing by $\langle\psi,\psi\rangle$ gives the normalised expectation value and leaves its sign unchanged. Both sides of the comparison use the same $\psi$, so the change of the ground state when $V$ is switched on is not included. The formula for the dipole strength assumes an eigenvector of the Hamiltonian in question, and an eigenvector of $H_0$ need not be one of $H_0+V$. The inequality therefore compares double commutators and not, in general, two sums of dipole strengths. Nonnegativity of $\psi$ is assumed here and is not derived from a property of the Hamiltonian. Complex projectors and many-electron states lie beyond this model.

## From the commutator to a sum over pairs

The inner commutator has entries $[H,X]_{ij}=H_{ij}(x_j-x_i)$. Hence

$$[X,[H,X]]_{ij}=x_iH_{ij}(x_j-x_i)-H_{ij}(x_j-x_i)x_j=-H_{ij}(x_i-x_j)^2,$$

and so

$$S(H)=-\sum_{i,j}\psi_iH_{ij}\psi_j(x_i-x_j)^2 .$$

For the eigenstate formula, expand the square. The $x_i^2$ term gives

$$\sum_i\psi_ix_i^2(H\psi)_i=E\sum_i x_i^2\psi_i^2=E\langle X\psi,X\psi\rangle,$$

and by symmetry of $H$ the $x_j^2$ term gives the same. The cross term is $-2\langle X\psi,HX\psi\rangle$. With the overall minus sign,

$$S(H)=2\langle X\psi,HX\psi\rangle-2E\langle X\psi,X\psi\rangle .$$

## The sign and the case of equality

Insert $V_{ij}=D\,b_ib_j$:

$$S(V)=-D\sum_{i,j}(b_i\psi_i)(b_j\psi_j)(x_i-x_j)^2 .$$

Every term of the sum is nonnegative, so $S(V)\le0$. If $S(V)=0$, every term vanishes because $D>0$. For two sites where $b$ and $\psi$ are both nonzero, the weight is nonzero and $x_i=x_j$ follows. Conversely, if $x$ is constant on those sites, each term contains either a zero weight or a zero distance.

Since $S$ is additive in $H$,

$$S\Big(H_0+\sum_kV_k\Big)=S(H_0)+\sum_kS(V_k).$$

The added numbers are all nonpositive. Their sum is therefore nonpositive, and it vanishes only if each of them does.

## Two sites with opposite signs

Take $x=(0,1)$, $b=(1,1)$ and $\psi=(1,-1)$. The two off-diagonal terms each contribute $+D$, so $S(V)=2D$. For the normalised state $\psi/\sqrt2$ the value is $D$, which is positive for a repulsive projector. With nonnegative $b$, some restriction on the signs of $\psi$ is thus needed.

## The Lean file

```lean
import Mathlib

open Matrix

namespace NonlocalProjectorFSum

noncomputable section

variable {n : Type*} [Fintype n] [DecidableEq n]

/-- The f-sum `⟨ψ, [X, [H, X]] ψ⟩` of a Hamiltonian `H` in the real state `ψ`, where the
position operator `X` is diagonal with entries `x`. -/
def fSum (x : n → ℝ) (H : Matrix n n ℝ) (ψ : n → ℝ) : ℝ :=
  ψ ⬝ᵥ ((diagonal x * (H * diagonal x - diagonal x * H)
    - (H * diagonal x - diagonal x * H) * diagonal x) *ᵥ ψ)

omit [Fintype n] [DecidableEq n] in
/-- The nonlocal potential `D b bᵀ` with strength `D` and projector function `b`. -/
def projector (D : ℝ) (b : n → ℝ) : Matrix n n ℝ := D • vecMulVec b b

omit [Fintype n] [DecidableEq n] in
/-- The position `x` is constant on the sites where `b` and `ψ` are both nonzero. -/
def ConstantOnOverlap (x b ψ : n → ℝ) : Prop :=
  ∀ i j, b i ≠ 0 → ψ i ≠ 0 → b j ≠ 0 → ψ j ≠ 0 → x i = x j

/-- The f-sum is minus the sum over all `i` and `j` of `ψ i * H i j * ψ j` times the squared
distance between the sites `i` and `j`. -/
theorem fSum_eq_sum (x : n → ℝ) (H : Matrix n n ℝ) (ψ : n → ℝ) :
    fSum x H ψ = -∑ i, ∑ j, ψ i * H i j * ψ j * (x i - x j) ^ 2 := by
  simp only [fSum, dotProduct, Matrix.mulVec, Finset.mul_sum, ← Finset.sum_neg_distrib]
  refine Finset.sum_congr rfl fun i _ => Finset.sum_congr rfl fun j _ => ?_
  simp only [Matrix.sub_apply, Matrix.diagonal_mul, Matrix.mul_diagonal]
  ring

/-- For a symmetric `H` and a vector `ψ` with `H ψ = E ψ`, the f-sum is twice the quadratic form
`⟨X ψ, (H - E) X ψ⟩`, in which `X ψ` is not normalised. -/
theorem fSum_eigenstate (x : n → ℝ) (H : Matrix n n ℝ) (ψ : n → ℝ) (E : ℝ)
    (hH : H.IsSymm) (hψ : H *ᵥ ψ = E • ψ) :
    fSum x H ψ = 2 * ((x * ψ) ⬝ᵥ (H *ᵥ (x * ψ) - E • (x * ψ))) := by
  have h : ∀ i, ∑ j, H i j * ψ j = E * ψ i := fun i => by
    simpa [Matrix.mulVec, dotProduct] using congrFun hψ i
  -- the two terms with a squared position reduce by the eigenvalue equation
  have h1 : ∑ i, ∑ j, ψ i * H i j * ψ j * x i ^ 2 = E * ∑ i, (x i * ψ i) ^ 2 := by
    rw [Finset.mul_sum]
    refine Finset.sum_congr rfl fun i _ => ?_
    calc ∑ j, ψ i * H i j * ψ j * x i ^ 2
        = ψ i * x i ^ 2 * ∑ j, H i j * ψ j := by
          rw [Finset.mul_sum]
          exact Finset.sum_congr rfl fun j _ => by ring
      _ = E * (x i * ψ i) ^ 2 := by rw [h]; ring
  have h2 : ∑ i, ∑ j, ψ i * H i j * ψ j * x j ^ 2 = E * ∑ i, (x i * ψ i) ^ 2 := by
    rw [Finset.sum_comm, ← h1]
    refine Finset.sum_congr rfl fun i _ => Finset.sum_congr rfl fun j _ => ?_
    rw [hH.apply i j]
    ring
  -- the cross sum is the quadratic form of `H` in the vector `X ψ`
  have h3 : (x * ψ) ⬝ᵥ (H *ᵥ (x * ψ)) = ∑ i, ∑ j, ψ i * H i j * ψ j * (x i * x j) := by
    simp only [dotProduct, Matrix.mulVec, Pi.mul_apply, Finset.mul_sum]
    exact Finset.sum_congr rfl fun i _ => Finset.sum_congr rfl fun j _ => by ring
  have h4 : (x * ψ) ⬝ᵥ (x * ψ) = ∑ i, (x i * ψ i) ^ 2 := by
    simp only [dotProduct, Pi.mul_apply]
    exact Finset.sum_congr rfl fun i _ => by ring
  have h5 : ∑ i, ∑ j, ψ i * H i j * ψ j * (x i - x j) ^ 2
      = ∑ i, ∑ j, ψ i * H i j * ψ j * x i ^ 2 + ∑ i, ∑ j, ψ i * H i j * ψ j * x j ^ 2
        - 2 * ∑ i, ∑ j, ψ i * H i j * ψ j * (x i * x j) := by
    simp only [Finset.mul_sum, ← Finset.sum_add_distrib, ← Finset.sum_sub_distrib]
    exact Finset.sum_congr rfl fun i _ => Finset.sum_congr rfl fun j _ => by ring
  rw [fSum_eq_sum, dotProduct_sub, dotProduct_smul, smul_eq_mul, h3, h4, h5, h1, h2]
  ring

/-- The f-sum of a projector is `-D` times the sum over all `i` and `j` of the squared distance
between the two sites, weighted by the overlap products `b i * ψ i` and `b j * ψ j`. -/
theorem fSum_projector (x b ψ : n → ℝ) (D : ℝ) :
    fSum x (projector D b) ψ
      = -(D * ∑ i, ∑ j, b i * ψ i * (b j * ψ j) * (x i - x j) ^ 2) := by
  rw [fSum_eq_sum]
  simp only [Finset.mul_sum]
  congr 1
  refine Finset.sum_congr rfl fun i _ => Finset.sum_congr rfl fun j _ => ?_
  simp only [projector, Matrix.smul_apply, Matrix.vecMulVec_apply, smul_eq_mul]
  ring

/-- A repulsive projector (`D > 0`) with nonnegative `b` has a nonpositive f-sum in every
nonnegative state `ψ`. The f-sum vanishes exactly when the position is constant on the sites
where `b` and `ψ` are both nonzero. -/
theorem fSum_projector_nonpos (x b ψ : n → ℝ) (D : ℝ) (hD : 0 < D)
    (hb : ∀ i, 0 ≤ b i) (hψ : ∀ i, 0 ≤ ψ i) :
    fSum x (projector D b) ψ ≤ 0 ∧
      (fSum x (projector D b) ψ = 0 ↔ ConstantOnOverlap x b ψ) := by
  have hterm : ∀ i j, 0 ≤ b i * ψ i * (b j * ψ j) * (x i - x j) ^ 2 := fun i j =>
    mul_nonneg (mul_nonneg (mul_nonneg (hb i) (hψ i)) (mul_nonneg (hb j) (hψ j)))
      (sq_nonneg _)
  have hrow : ∀ i, 0 ≤ ∑ j, b i * ψ i * (b j * ψ j) * (x i - x j) ^ 2 := fun i =>
    Finset.sum_nonneg fun j _ => hterm i j
  rw [fSum_projector]
  constructor
  · have := mul_nonneg hD.le (Finset.sum_nonneg fun i (_ : i ∈ Finset.univ) => hrow i)
    linarith
  · rw [neg_eq_zero, mul_eq_zero, or_iff_right hD.ne',
      Finset.sum_eq_zero_iff_of_nonneg (fun i _ => hrow i)]
    constructor
    · -- a vanishing sum of nonnegative terms vanishes term by term
      intro h i j hbi hψi hbj hψj
      have h1 := (Finset.sum_eq_zero_iff_of_nonneg (fun j _ => hterm i j)).1
        (h i (Finset.mem_univ i)) j (Finset.mem_univ j)
      have hne : b i * ψ i * (b j * ψ j) ≠ 0 :=
        mul_ne_zero (mul_ne_zero hbi hψi) (mul_ne_zero hbj hψj)
      have h2 := (mul_eq_zero.1 h1).resolve_left hne
      exact sub_eq_zero.1 ((pow_eq_zero_iff two_ne_zero).1 h2)
    · intro h i _
      refine Finset.sum_eq_zero fun j _ => ?_
      by_cases h1 : b i = 0
      · simp [h1]
      by_cases h2 : ψ i = 0
      · simp [h2]
      by_cases h3 : b j = 0
      · simp [h3]
      by_cases h4 : ψ j = 0
      · simp [h4]
      simp [h i j h1 h2 h3 h4]

/-- The f-sum is additive in the Hamiltonian. -/
theorem fSum_add (x ψ : n → ℝ) (H K : Matrix n n ℝ) :
    fSum x (H + K) ψ = fSum x H ψ + fSum x K ψ := by
  simp only [fSum_eq_sum, Matrix.add_apply, mul_add, add_mul, Finset.sum_add_distrib]
  ring

/-- Adding finitely many repulsive projectors with nonnegative `b k` to any Hamiltonian `H₀`
never raises the f-sum in a nonnegative state `ψ`. The f-sum is unchanged exactly when, for
each projector, the position is constant on the sites where `b k` and `ψ` are both nonzero. -/
theorem projectors_lower_fSum {κ : Type*} [Fintype κ] (x ψ : n → ℝ) (H₀ : Matrix n n ℝ)
    (D : κ → ℝ) (b : κ → n → ℝ) (hD : ∀ k, 0 < D k) (hb : ∀ k i, 0 ≤ b k i)
    (hψ : ∀ i, 0 ≤ ψ i) :
    fSum x (H₀ + ∑ k, projector (D k) (b k)) ψ ≤ fSum x H₀ ψ ∧
      (fSum x (H₀ + ∑ k, projector (D k) (b k)) ψ = fSum x H₀ ψ ↔
        ∀ k, ConstantOnOverlap x (b k) ψ) := by
  classical
  -- each projector contributes separately
  have key : ∀ s : Finset κ, fSum x (H₀ + ∑ k ∈ s, projector (D k) (b k)) ψ
      = fSum x H₀ ψ + ∑ k ∈ s, fSum x (projector (D k) (b k)) ψ := by
    intro s
    induction s using Finset.induction_on with
    | empty => simp
    | insert a s ha ih =>
      rw [fSum_add] at ih
      rw [Finset.sum_insert ha, Finset.sum_insert ha, fSum_add, fSum_add]
      linarith
  have hk := fun k => fSum_projector_nonpos x (b k) ψ (D k) (hD k) (hb k) hψ
  rw [key]
  constructor
  · have := Finset.sum_nonpos fun k (_ : k ∈ Finset.univ) => (hk k).1
    linarith
  · rw [add_eq_left, Finset.sum_eq_zero_iff_of_nonpos (fun k _ => (hk k).1)]
    exact ⟨fun h k => (hk k).2.1 (h k (Finset.mem_univ k)), fun h k _ => (hk k).2.2 (h k)⟩

/-- On two sites at positions 0 and 1, the projector with `b = (1, 1)` has f-sum `2 D` in the
state `(1, -1)`, whose entries differ in sign. -/
theorem fSum_sign_change (D : ℝ) :
    fSum ![0, 1] (projector D ![1, 1]) ![1, -1] = 2 * D := by
  rw [fSum_projector]
  simp only [Fin.sum_univ_two, Matrix.cons_val_zero, Matrix.cons_val_one]
  ring

end

end NonlocalProjectorFSum
```

```lean
#print axioms NonlocalProjectorFSum.fSum_eigenstate
#print axioms NonlocalProjectorFSum.projectors_lower_fSum
#print axioms NonlocalProjectorFSum.fSum_sign_change
```

```
'NonlocalProjectorFSum.fSum_eigenstate' depends on axioms: [propext, Classical.choice, Quot.sound]
'NonlocalProjectorFSum.projectors_lower_fSum' depends on axioms: [propext, Classical.choice, Quot.sound]
'NonlocalProjectorFSum.fSum_sign_change' depends on axioms: [propext, Classical.choice, Quot.sound]
```

## From matrix entries to the inequality

`fSum_eq_sum` unfolds the products and compares the double sums term by term; `ring` verifies the entrywise commutator identity. In `fSum_eigenstate`, `h1` and `h2` evaluate the two squared-position terms, `h3` identifies the cross term, `h4` the squared length of $X\psi$, and `h5` expands the square.

`fSum_projector` substitutes the entries of $V$. In `fSum_projector_nonpos`, `hterm` and `hrow` record that single terms and row sums are nonnegative, which yields the inequality. For the converse half of the equality case, `by_cases` goes through the four factors that may vanish; if none does, the distance is zero.

`fSum_add` supplies additivity. Within `projectors_lower_fSum`, the statement `key` extends it to a finite family by induction, and `hk` applies the one-projector theorem to each member. `fSum_sign_change` evaluates the two-site example from the pair formula.

## How a vanishing sum yields every term

The equality case rests on `Finset.sum_eq_zero_iff_of_nonneg`. Given a proof that all terms of a finite sum are nonnegative, it states that the sum is zero if and only if each term is zero.

The pair sum is nested, so the lemma is used twice. The first use, with `hrow`, turns the vanishing double sum into vanishing row sums. The second, with `hterm i j`, extracts the single term for sites $i$ and $j$. One scalar equation has then become an equation for every pair, from which `hne` removes the nonzero weight and leaves $(x_i-x_j)^2=0$.

The mirror lemma `Finset.sum_eq_zero_iff_of_nonpos` does the same for the family of projectors, whose contributions are nonpositive.
